# No squared frequencies between dK/M and dK/m for scalar vibrations of a finite crystal with alternating masses m < M and d equal springs per atom

Let light atoms of mass $m$ and heavy atoms of mass $M$, with $0<m<M$, be joined by equal springs $K>0$, so that every spring joins a light atom to a heavy one and every atom has $d\ge 1$ springs. If each atom has a single displacement coordinate, no normal mode has a squared frequency strictly between $dK/M$ and $dK/m$. For $d=2$ these are the gap edges of the textbook diatomic chain; the argument uses the coordination number $d$ and the alternation of the two masses, not the dimension of the lattice.

In a lattice-dynamics calculation on a periodic supercell, this gives a frequency window that must stay empty, provided that the model has scalar displacements, equal nearest-neighbour springs only, the same number of springs at every atom, and light and heavy atoms that alternate without defects across the periodic boundaries too.

## Atoms, springs and modes

The atoms are the vertices of a finite graph `G` on a type `V`, and the springs are its edges. A simple cubic crystal with periodic boundaries and an even side of at least four atoms is an example with $d=6$. A cluster with free surfaces is generally not, because its surface atoms have fewer neighbours.

In Lean 4 with Mathlib:

```lean
import Mathlib

open Finset

namespace DiatomicGraphGap

noncomputable section

variable {V : Type*} [Fintype V] {G : SimpleGraph V} [DecidableRel G.Adj]
```

A two-colouring `c` assigns each atom $v$ to a sublattice, and adjacent atoms always get different colours. The colour `true` carries mass $m$ and `false` carries $M$. Write $\mu_v$ for the mass of atom $v$.

```lean
/-- The mass of an atom: `m` on the sublattice `true`, `M` on the sublattice `false`. -/
def siteMass (m M : ℝ) : Bool → ℝ
  | true => m
  | false => M
```

Each atom also gets a sign $s_v$, which is $+1$ on the `true` sublattice and $-1$ on the other.

```lean
/-- The sign `+1` on the sublattice `true` and `-1` on the sublattice `false`. -/
def sublatticeSign : Bool → ℝ
  | true => 1
  | false => -1
```

With $N(v)$ the set of neighbours of $v$ and $u_v$ its displacement, the force on $v$ is $F_v=K\sum_{w\in N(v)}(u_w-u_v)$.

```lean
/-- The force on atom `v` from equal springs `K` to all its neighbours, for scalar
displacements `u`. -/
def springForce (G : SimpleGraph V) [DecidableRel G.Adj] (K : ℝ) (u : V → ℝ) (v : V) : ℝ :=
  K * ∑ w ∈ G.neighborFinset v, (u w - u v)
```

The letter $\Omega$ denotes the squared frequency $\omega^2$, not the frequency. A mode is a nonzero real field $u$ with $-\mu_v\Omega u_v=F_v$ at every atom.

```lean
/-- A normal mode of squared frequency `Ω`: a nonzero displacement field for which mass times
the acceleration `-Ω u` equals the spring force at every atom. -/
def IsNormalMode (c : G.Coloring Bool) (K m M Ω : ℝ) (u : V → ℝ) : Prop :=
  u ≠ 0 ∧ ∀ v, -(siteMass m M (c v) * Ω * u v) = springForce G K u v
```

This is a simplified model. In a real crystal the displacements have three components, and the forces depend on bond direction, can reach beyond nearest neighbours and are not exactly harmonic. The results below do not cover these effects.

## (a) Reversing every bond

Show that for any function $f$ of two atoms
$$\sum_v\sum_{w\in N(v)}f(v,w)=\sum_v\sum_{w\in N(v)}f(w,v).$$

**Solution.** The left side runs over all ordered pairs $(v,w)$ of adjacent atoms. Adjacency is symmetric, so $(w,v)$ runs over the same set of pairs. Exchanging the two names gives the right side.

```lean
/-- A sum over all directed bonds is unchanged when every bond is reversed. -/
theorem sum_bonds_reverse (f : V → V → ℝ) :
    ∑ v, ∑ w ∈ G.neighborFinset v, f v w = ∑ v, ∑ w ∈ G.neighborFinset v, f w v := by
  apply Finset.sum_comm'
  intro x y
  simpa using G.adj_comm x y
```

The Mathlib lemma `Finset.sum_comm'` deserves a closer look. The ordinary exchange of two sums needs an inner range that is independent of the outer variable, whereas here the inner range $N(v)$ changes with $v$. The primed version allows this, in return for a proof that both orders describe the same set of pairs. That condition reduces to "$w$ is a neighbour of $v$ exactly when $v$ is a neighbour of $w$", which is `G.adj_comm`. Newton's third law enters the proof here, as the symmetry of the bond.

## (b) The force on an atom with d neighbours

Show that if every atom has $d$ neighbours, then
$$F_v=K\sum_{w\in N(v)}u_w-dK\,u_v.$$

**Solution.** Split the sum in $F_v$. The term $u_v$ does not depend on $w$ and occurs once for each neighbour, so
$$K\sum_{w\in N(v)}(u_w-u_v)=K\sum_{w\in N(v)}u_w-K\,d\,u_v.$$
The restoring constant $dK$ is thus the same on both sublattices. The hypothesis `hreg` supplies the neighbour count.

```lean
/-- When every atom has `d` neighbours, the spring force is a restoring force `-dKu` plus the
pull of the displaced neighbours. -/
theorem springForce_regular {d : ℕ} (hreg : G.IsRegularOfDegree d) (K : ℝ) (u : V → ℝ)
    (v : V) :
    springForce G K u v = K * ∑ w ∈ G.neighborFinset v, u w - d * K * u v := by
  unfold springForce
  rw [Finset.sum_sub_distrib, Finset.sum_const, SimpleGraph.card_neighborFinset_eq_degree,
    hreg v, nsmul_eq_mul]
  ring
```

## (c) A balance between the sublattices

Show that every normal mode satisfies
$$\sum_v s_v\,(dK-\mu_v\Omega)\,u_v^2=0.$$

**Solution.** Insert (b) into the mode equation and rearrange:
$$(dK-\mu_v\Omega)\,u_v=K\sum_{w\in N(v)}u_w.$$
Multiply by $s_vu_v$ and sum over $v$. The left side becomes the sum in question, and the right side becomes $KS$ with
$$S=\sum_v\sum_{w\in N(v)}s_v\,u_vu_w.$$
By (a), $S=\sum_v\sum_{w\in N(v)}s_w\,u_wu_v$. Neighbours lie on opposite sublattices, so $s_w=-s_v$ and this equals $-S$. Hence $S=0$.

In the code, `flip` is the sign change between neighbours, `h1` is the bond reversal, `h2` gives $-S$ and `h3` is $S=0$. The final `linear_combination` multiplies the mode equation by $s_vu_v$.

```lean
/-- In a normal mode on a `d`-regular bipartite graph, the sums of `(dK - mass * Ω) u²` over
the two sublattices are equal. -/
theorem sublattice_balance {d : ℕ} (hreg : G.IsRegularOfDegree d) {c : G.Coloring Bool}
    {K m M Ω : ℝ} {u : V → ℝ} (h : IsNormalMode c K m M Ω u) :
    ∑ v, sublatticeSign (c v) * (d * K - siteMass m M (c v) * Ω) * u v ^ 2 = 0 := by
  have flip : ∀ a b : Bool, a ≠ b → sublatticeSign b = -sublatticeSign a := by
    intro a b hab
    cases a <;> cases b <;> simp_all [sublatticeSign]
  -- the signed coupling is odd under reversal of a bond, so its sum vanishes
  have h1 : ∑ v, ∑ w ∈ G.neighborFinset v, sublatticeSign (c v) * (u v * u w)
      = ∑ v, ∑ w ∈ G.neighborFinset v, sublatticeSign (c w) * (u w * u v) :=
    sum_bonds_reverse (fun v w => sublatticeSign (c v) * (u v * u w))
  have h2 : ∑ v, ∑ w ∈ G.neighborFinset v, sublatticeSign (c w) * (u w * u v)
      = -∑ v, ∑ w ∈ G.neighborFinset v, sublatticeSign (c v) * (u v * u w) := by
    rw [← Finset.sum_neg_distrib]
    refine Finset.sum_congr rfl fun v _ => ?_
    rw [← Finset.sum_neg_distrib]
    refine Finset.sum_congr rfl fun w hw => ?_
    rw [flip _ _ (c.valid ((G.mem_neighborFinset v w).1 hw))]
    ring
  have h3 : ∑ v, ∑ w ∈ G.neighborFinset v, sublatticeSign (c v) * (u v * u w) = 0 := by
    linarith
  rw [← mul_zero K, ← h3, Finset.mul_sum]
  refine Finset.sum_congr rfl fun v _ => ?_
  have e := h.2 v
  rw [springForce_regular hreg] at e
  rw [← Finset.mul_sum, ← Finset.mul_sum]
  linear_combination (sublatticeSign (c v) * u v) * e
```

## (d) The empty interval

Let both masses be positive. Show that no normal mode satisfies
$$\frac{dK}{M}<\Omega<\frac{dK}{m}.$$

**Solution.** Clearing denominators gives $dK<M\Omega$ and $m\Omega<dK$. The coefficient of $u_v^2$ in (c) is therefore
$$dK-m\Omega>0\ \text{ on light atoms},\qquad -(dK-M\Omega)=M\Omega-dK>0\ \text{ on heavy atoms}.$$
A sum of non-negative terms vanishes only if each term does. Every coefficient is positive, so $u_v=0$ for all $v$, whereas a mode is nonzero by definition.

The two inequalities are the claim `pos`, and `Finset.sum_eq_zero_iff_of_nonneg` passes from the vanishing sum to its vanishing terms.

```lean
/-- For positive masses, a `d`-regular bipartite graph has no normal mode with squared
frequency strictly between `dK/M` and `dK/m`. -/
theorem no_mode_in_gap {d : ℕ} (hreg : G.IsRegularOfDegree d) {c : G.Coloring Bool}
    {K m M Ω : ℝ} (hm : 0 < m) (hM : 0 < M) (lo : d * K / M < Ω) (hi : Ω < d * K / m)
    (u : V → ℝ) : ¬ IsNormalMode c K m M Ω u := by
  intro h
  have lo' := (div_lt_iff₀ hM).1 lo
  have hi' := (lt_div_iff₀ hm).1 hi
  -- inside the gap both sublattices enter the balance with positive weight
  have pos : ∀ b : Bool, 0 < sublatticeSign b * (d * K - siteMass m M b * Ω) := by
    intro b
    cases b <;> simp only [sublatticeSign, siteMass] <;> linarith
  apply h.1
  funext v
  have hv := (Finset.sum_eq_zero_iff_of_nonneg
    (fun v _ => mul_nonneg (pos (c v)).le (sq_nonneg (u v)))).1
    (sublattice_balance hreg h) v (Finset.mem_univ v)
  rcases mul_eq_zero.1 hv with h0 | h0
  · exact absurd h0 (pos (c v)).ne'
  · exact pow_eq_zero_iff two_ne_zero |>.1 h0
```

## (e) Two separated ranges of squared frequency

Let $d\ge1$, $K>0$ and $0<m<M$. Show that
$$\frac{dK}{M}<\frac{dK}{m},\qquad\text{and for every mode}\quad \Omega\le\frac{dK}{M}\ \text{ or }\ \Omega\ge\frac{dK}{m}.$$

**Solution.** Since $dK>0$ and $m<M$, we have $dK\,m<dK\,M$; dividing by $mM>0$ gives the first claim. For the second, either $\Omega\le dK/M$ and we are done, or $\Omega>dK/M$. In the latter case $\Omega<dK/m$ would contradict (d), so $\Omega\ge dK/m$.

The condition $K>0$ says that a stretched bond pulls its atoms back together. The theorem bounds the two ranges only on the sides that face the gap, and it does not say that these bounds are attained. For $d=1$, for example, the only squared frequencies are $0$ and $K(1/m+1/M)$, so the actual gap is wider.

```lean
/-- On a `d`-regular bipartite graph with `d ≥ 1`, `K > 0` and `0 < m < M`, the interval from
`dK/M` to `dK/m` has positive width, and every normal mode has its squared frequency at or
below the lower end or at or above the upper end. -/
theorem frequency_gap {d : ℕ} (hd : 1 ≤ d) (hreg : G.IsRegularOfDegree d)
    (c : G.Coloring Bool) {K m M : ℝ} (hK : 0 < K) (hm : 0 < m) (hmM : m < M) :
    d * K / M < d * K / m ∧ ∀ (Ω : ℝ) (u : V → ℝ), IsNormalMode c K m M Ω u →
      Ω ≤ d * K / M ∨ d * K / m ≤ Ω := by
  have hM : 0 < M := hm.trans hmM
  have hd' : (0 : ℝ) < d := by exact_mod_cast hd
  constructor
  · rw [div_lt_div_iff₀ hM hm]
    exact mul_lt_mul_of_pos_left hmM (mul_pos hd' hK)
  · intro Ω u h
    rcases le_or_gt Ω (d * K / M) with lo | lo
    · exact Or.inl lo
    · exact Or.inr (not_lt.1 fun hi => no_mode_in_gap hreg hm hM lo hi u h)
```

## (f) Modes at an edge of the gap

Choose a sublattice $b$ with mass $\mu_b>0$. Let a nonzero pattern $u$ vanish off $b$, and let $\sum_{w\in N(v)}u_w=0$ at each atom $v$ off $b$. Show that $u$ is a normal mode with
$$\Omega=\frac{dK}{\mu_b}.$$

**Solution.** All neighbours of an atom $v$ on $b$ are at rest, so (b) gives
$$F_v=-dK\,u_v=-\mu_b\,\frac{dK}{\mu_b}\,u_v,$$
which is the mode equation. An atom off $b$ has $u_v=0$, and the pulls of its neighbours cancel, so both sides of its equation are zero.

The hypotheses `hrest` and `hsum` state the two conditions on the pattern, and `by_cases` separates the two kinds of atom. Such a pattern need not exist. For $d=1$ the crystal is a set of separate pairs, and an atom at rest cannot balance the pull of its only neighbour if that neighbour moves.

```lean
/-- A nonzero pattern confined to one sublattice of positive mass, with zero neighbour sum at
each atom of the other, is a normal mode with `Ω = dK` divided by that mass, if the graph is
`d`-regular. -/
theorem gap_edge_mode {d : ℕ} (hreg : G.IsRegularOfDegree d) (c : G.Coloring Bool)
    (K : ℝ) {m M : ℝ} (b : Bool) (hμ : 0 < siteMass m M b) {u : V → ℝ} (hu : u ≠ 0)
    (hrest : ∀ v, c v ≠ b → u v = 0)
    (hsum : ∀ v, c v ≠ b → ∑ w ∈ G.neighborFinset v, u w = 0) :
    IsNormalMode c K m M (d * K / siteMass m M b) u := by
  refine ⟨hu, fun v => ?_⟩
  rw [springForce_regular hreg]
  by_cases hv : c v = b
  · -- all neighbours of a moving atom are at rest
    have hs : ∑ w ∈ G.neighborFinset v, u w = 0 :=
      Finset.sum_eq_zero fun w hw => hrest w fun hw' =>
        c.valid ((G.mem_neighborFinset v w).1 hw) (hv.trans hw'.symm)
    have e : siteMass m M b * (d * K / siteMass m M b) = d * K := by
      field_simp
    rw [hs, hv]
    linear_combination (-(u v)) * e
  · rw [hsum v hv, hrest v hv]
    ring
```

## (g) Both edges on a ring of four atoms

Number the atoms of a ring $0,1,2,3$, with mass $m$ at $0,2$ and $M$ at $1,3$. Show that each atom has two neighbours and that
$$u=(0,1,0,-1)\ \text{ has }\ \Omega=\frac{2K}{M},\qquad u=(1,0,-1,0)\ \text{ has }\ \Omega=\frac{2K}{m}.$$

**Solution.** Atoms $0$ and $2$ both have the neighbours $1$ and $3$, and conversely, so $d=2$. In the first pattern only heavy atoms move, and the neighbour sum at each light atom is $1+(-1)=0$. In the second the roles are exchanged. Part (f) gives both squared frequencies. Normalised to unit length, each vector carries a factor $1/\sqrt2$.

The ring is defined by joining atoms whose labels differ, which for four alternating labels gives exactly the four bonds of the ring.

```lean
/-- The alternating sublattice labels of a ring of four atoms. -/
abbrev parity : Fin 4 → Bool := ![true, false, true, false]

/-- The ring of four atoms: atoms are joined when their sublattice labels differ. -/
abbrev fourRing : SimpleGraph (Fin 4) := (⊤ : SimpleGraph Bool).comap parity

/-- The two-sublattice colouring of the ring of four atoms. -/
def fourColoring : fourRing.Coloring Bool :=
  SimpleGraph.Coloring.mk parity
    (fun {v w} h => (SimpleGraph.top_adj (parity v) (parity w)).1 h)
```

The degree is checked by `decide`, and the conditions of (f) atom by atom with `fin_cases`.

```lean
/-- The ring of four atoms is 2-regular and, for positive masses, has normal modes at both
`2K/M` and `2K/m`, in which only one sublattice moves. -/
theorem fourRing_witness (K : ℝ) {m M : ℝ} (hm : 0 < m) (hM : 0 < M) :
    fourRing.IsRegularOfDegree 2 ∧
    IsNormalMode fourColoring K m M (2 * K / M) ![0, 1, 0, -1] ∧
    IsNormalMode fourColoring K m M (2 * K / m) ![1, 0, -1, 0] := by
  have hreg : fourRing.IsRegularOfDegree 2 := by
    intro v
    revert v
    decide
  have hcol : ∀ v, fourColoring v = parity v := fun _ => rfl
  refine ⟨hreg, ?_, ?_⟩
  · refine gap_edge_mode hreg fourColoring K false hM ?_ ?_ ?_
    · intro h
      have h1 := congrFun h 1
      simp at h1
    · intro v hv
      rw [hcol] at hv
      revert hv
      fin_cases v <;> simp [parity]
    · intro v _
      rw [SimpleGraph.neighborFinset_eq_filter, Finset.sum_filter, Fin.sum_univ_four]
      fin_cases v <;> simp [parity]
  · refine gap_edge_mode hreg fourColoring K true hm ?_ ?_ ?_
    · intro h
      have h0 := congrFun h 0
      simp at h0
    · intro v hv
      rw [hcol] at hv
      revert hv
      fin_cases v <;> simp [parity]
    · intro v _
      rw [SimpleGraph.neighborFinset_eq_filter, Finset.sum_filter, Fin.sum_univ_four]
      fin_cases v <;> simp [parity]

end

end DiatomicGraphGap
```

```lean
#print axioms DiatomicGraphGap.frequency_gap
```

```
'DiatomicGraphGap.frequency_gap' depends on axioms: [propext, Classical.choice, Quot.sound]
```

## Modes as eigenvectors of a dynamical matrix

The same problem can be modelled with the mass-weighted amplitudes $e_v=\sqrt{\mu_v}\,u_v$ and the matrix
$$D_{vw}=\frac{dK}{\mu_v}\,\delta_{vw}-\frac{K A_{vw}}{\sqrt{\mu_v\mu_w}},$$
where $A_{vw}$ is $1$ for neighbours and $0$ otherwise. The gap then becomes a statement about the eigenvalues of $D$. Because $D$ is real and symmetric, the spectral theorem would also supply a complete set of modes with real $\Omega$, whereas the definition used above takes $\Omega$ real from the start and speaks about each mode singly. In exchange, the spring forces would no longer be visible in the statement, and their link to $D$ would need its own proof.
